# Existence of a reduced Hartree ground state on finitely many sites, for any particle number from zero to the number of sites

On a finite set of sites, with one orbital per site, the reduced Hartree energy of a one-body density matrix `g` is Re tr(`h``g`) + ½ρᵀ`V`ρ, where ρ is the diagonal of `g`; the interaction enters only through the site densities, without exchange. The theorem `exists_groundState` says that this energy attains its minimum over the matrices with 0 ≤ `g` ≤ 1 and trace `N`, for every real `N` from zero to the number of sites. Here `h` is any complex matrix and `V` any real one. The proof is by compactness: the admissible matrices form a closed set with bounded entries, the uniform filling shows that the set is not empty, and a continuous energy has a minimum there.

As first written in Lean, the proof fails:

```lean
import Mathlib

open scoped Matrix ComplexOrder

namespace ReducedHartree

noncomputable section

variable {n : Type*} [Fintype n] [DecidableEq n]
variable (G : Type*) [Group G] [Fintype G] [MulAction G n]

/-- The site occupations: the real diagonal of the one-body density matrix. -/
def siteDensity (g : Matrix n n ℂ) : n → ℝ := fun i => (g i i).re

/-- The reduced Hartree energy `Re tr(hg) + (1/2) ρᵀVρ`, with `ρ` the site density of `g`. -/
def hartreeEnergy (h : Matrix n n ℂ) (V : Matrix n n ℝ) (g : Matrix n n ℂ) : ℝ :=
  (h * g).trace.re + 1 / 2 * (siteDensity g ⬝ᵥ V *ᵥ siteDensity g)

/-- One-body density matrices with `0 ≤ g ≤ 1` and particle number `N`. -/
def Admissible (N : ℝ) (g : Matrix n n ℂ) : Prop :=
  g.PosSemidef ∧ (1 - g).PosSemidef ∧ g.trace = (N : ℂ)

/-- An admissible density matrix of least reduced Hartree energy. -/
def IsGroundState (h : Matrix n n ℂ) (V : Matrix n n ℝ) (N : ℝ) (g : Matrix n n ℂ) : Prop :=
  Admissible N g ∧ ∀ g', Admissible N g' → hartreeEnergy h V g ≤ hartreeEnergy h V g'

/-- A ground state exists for every particle number between zero and the number of sites. -/
theorem exists_groundState (h : Matrix n n ℂ) (V : Matrix n n ℝ) {N : ℝ}
    (h0 : 0 ≤ N) (hN : N ≤ Fintype.card n) : ∃ g, IsGroundState h V N g := by
  have hcl : IsClosed {M : Matrix n n ℂ | M.PosSemidef} := by
    have e : {M : Matrix n n ℂ | M.PosSemidef} =
        {M | Mᴴ = M} ∩ ⋂ x : n → ℂ, {M | 0 ≤ star x ⬝ᵥ M *ᵥ x} := by
      ext M
      simp [Matrix.posSemidef_iff_dotProduct_mulVec, Matrix.IsHermitian]
    rw [e]
    exact (isClosed_eq (by fun_prop) continuous_id).inter
      (isClosed_iInter fun x => isClosed_le continuous_const (by fun_prop))
  have hadm : IsClosed {g : Matrix n n ℂ | Admissible N g} :=
    hcl.inter ((hcl.preimage (continuous_const.sub continuous_id)).inter
      (isClosed_eq continuous_id.matrix_trace continuous_const))
  -- the two-by-two minors bound every matrix element by one
  have hbound : ∀ g : Matrix n n ℂ, Admissible N g → ∀ i j, ‖g i j‖ ≤ 1 := by
    intro g hg i j
    have hd : ∀ k, 0 ≤ (g k k).re := fun k => (Complex.le_def.mp hg.1.diag_nonneg).1
    have him : ∀ k, (g k k).im = 0 := fun k => (Complex.le_def.mp hg.1.diag_nonneg).2.symm
    have hu : ∀ k, (g k k).re ≤ 1 := by
      intro k
      have hk := (Complex.le_def.mp (hg.2.1.diag_nonneg (i := k))).1
      simp only [Matrix.sub_apply, Matrix.one_apply_eq, Complex.sub_re, Complex.one_re,
        Complex.zero_re] at hk
      linarith
    have hji : g j i = star (g i j) := (hg.1.isHermitian.apply j i).symm
    have hdet := (Complex.le_def.mp (hg.1.submatrix ![i, j]).det_nonneg).1
    simp only [Matrix.det_fin_two, Matrix.submatrix_apply, Matrix.cons_val_zero,
      Matrix.cons_val_one, hji, Complex.sub_re, Complex.mul_re, Complex.star_def,
      Complex.conj_re, Complex.conj_im, Complex.zero_re, him, mul_zero, sub_zero] at hdet
    have hsq : ‖g i j‖ ^ 2 ≤ 1 := by
      rw [Complex.sq_norm, Complex.normSq_apply]
      nlinarith [mul_le_one₀ (hu i) (hd j) (hu j)]
    nlinarith [norm_nonneg (g i j)]
  have hK : IsCompact {g : n → n → ℂ | ∀ i j, ‖g i j‖ ≤ 1} := by
    have hp := isCompact_univ_pi fun _ : n =>
      isCompact_univ_pi fun _ : n => isCompact_closedBall (0 : ℂ) 1
    simpa [Set.pi] using hp
  have hK' : IsCompact {g : Matrix n n ℂ | ∀ i j, ‖g i j‖ ≤ 1} := hK
  have hcomp := hK'.of_isClosed_subset hadm hbound
  -- the uniform filling is admissible
  have hne : {g : Matrix n n ℂ | Admissible N g}.Nonempty := by
    refine ⟨Matrix.diagonal fun _ => ((N / Fintype.card n : ℝ) : ℂ), ?_, ?_, ?_⟩
    · exact Matrix.posSemidef_diagonal_iff.mpr fun _ =>
        Complex.zero_le_real.mpr (by positivity)
    · rw [← Matrix.diagonal_one, Matrix.diagonal_sub]
      refine Matrix.posSemidef_diagonal_iff.mpr fun _ => ?_
      rw [← Complex.ofReal_one, ← Complex.ofReal_sub]
      exact Complex.zero_le_real.mpr
        (sub_nonneg.mpr (div_le_one_of_ke₀ hN (Nat.cast_nonneg _)))
    · rw [Matrix.trace_diagonal, Finset.sum_const, Finset.card_univ, nsmul_eq_mul,
        ← Complex.ofReal_natCast, ← Complex.ofReal_mul]
      congr 1
      refine mul_div_cancel_of_imp₀ fun hz => ?_
      linarith
  have hρ : Continuous (siteDensity (n := n)) :=
    continuous_pi fun i => Complex.continuous_re.comp (continuous_id.matrix_elem i i)
  have hE : Continuous (hartreeEnergy h V) := by
    unfold hartreeEnergy
    fun_prop
  obtain ⟨g, hg, hmin⟩ := hcomp.exists_isMinOn hne hE.continuousOn
  exact ⟨g, hg, fun g' hg' => hmin hg'⟩

end

end ReducedHartree
```

The compiler's answer:

```
Main.lean:76:25: error(lean.unknownIdentifier): Unknown identifier `div_le_one_of_ke₀`
Main.lean:80:13: error(lean.unknownIdentifier): Unknown identifier `mul_div_cancel_of_imp₀`
Main.lean:81:6: error: No goals to be solved
```

Cause. All three messages come from the check that the uniform filling is admissible, and two wrong lemma names account for them.

The first, `div_le_one_of_ke₀`, is a misspelling, with `ke` for `le`. The correct `div_le_one_of_le₀` gives that `N` divided by the number of sites is at most one, as the bound `g` ≤ 1 needs.

The second, `mul_div_cancel_of_imp₀`, is also unknown to Lean. The trace condition needs c * (`N` / c) = `N`, with c the number of sites, and `mul_div_cancel_of_imp'` proves this provided that c = 0 implies `N` = 0.

The third message is a consequence of the second. Since the lemma's name could not be resolved, Lean gave up on the whole term passed to `refine` and closed the goal with an error placeholder, so the `?_` never became a goal and `linarith` had nothing to prove. With the right name that goal appears, and the unchanged `linarith` proves `N` = 0 from 0 ≤ `N` ≤ c and c = 0.

The mended proof, as a diff:

```diff
@@ -74,9 +74,9 @@
       rw [← Complex.ofReal_one, ← Complex.ofReal_sub]
       exact Complex.zero_le_real.mpr
-        (sub_nonneg.mpr (div_le_one_of_ke₀ hN (Nat.cast_nonneg _)))
+        (sub_nonneg.mpr (div_le_one_of_le₀ hN (Nat.cast_nonneg _)))
     · rw [Matrix.trace_diagonal, Finset.sum_const, Finset.card_univ, nsmul_eq_mul,
         ← Complex.ofReal_natCast, ← Complex.ofReal_mul]
       congr 1
-      refine mul_div_cancel_of_imp₀ fun hz => ?_
+      refine mul_div_cancel_of_imp' fun hz => ?_
       linarith
   have hρ : Continuous (siteDensity (n := n)) :=
```
